# A zero-point energy gradient without eigenvector derivatives

Let $S(t)$ be a real $n\times n$ matrix with $S(t)^2=C(t)$ near $t_0$. If $S$ and $C$ are differentiable at $t_0$ and $S(t_0)$ is invertible, then $E=\tfrac12\operatorname{tr}S$ satisfies

$$E'(t_0)=\tfrac14\operatorname{tr}\!\big(S(t_0)^{-1}C'(t_0)\big).$$

In the many-body dispersion model, where atoms are replaced by dipole-coupled harmonic oscillators, $E$ is the zero-point energy (with $\hbar=1$) when $S$ is the positive square root of the matrix $C$ of squared frequencies. The formula then gives its response to a nuclear displacement $t$. The finite index type `n` labels oscillator coordinates, three per atom in three dimensions.

In Lean 4 with Mathlib:

```lean
import Mathlib

open Matrix
open scoped Topology

namespace ManyBodyDispersionGradient

noncomputable section

variable {n : Type*} [Fintype n] [DecidableEq n]
```

## Matrices, energy and derivatives

A prime denotes a derivative at $t_0$, taken entry by entry.

```lean
/-- The matrix family `A(t)` has the entrywise derivative `A'` at `t0`. -/
def HasEntryDerivAt (A : ℝ → Matrix n n ℝ) (A' : Matrix n n ℝ) (t0 : ℝ) : Prop :=
  ∀ i j, HasDerivAt (fun t => A t i j) (A' i j) t0
```

With $\hbar=1$, oscillators with normal-mode frequencies $\Omega_k$ have zero-point energy $\tfrac12\sum_k\Omega_k$. This equals $\tfrac12\operatorname{tr}S$ when $S$ is the positive square root of $C$. The gradient theorems accept any root that is differentiable and invertible at $t_0$, symmetric or not; the physical reading requires the positive one.

```lean
/-- Half the trace of `S`. When `S` is the positive square root of the matrix of squared frequencies
of coupled oscillators, this is their zero-point energy in units with `ħ = 1`. -/
def zeroPointEnergy (S : Matrix n n ℝ) : ℝ := S.trace / 2
```

For a finite, non-periodic system with frequencies $\omega_i$, static polarizabilities $\alpha_i$ and dipole coupling $T_{ij}$, which is zero between coordinates of the same atom, the matrix $C$ has entries

$$C_{ii}=\omega_i^2,\qquad C_{ij}=\omega_i\omega_j\sqrt{\alpha_i\alpha_j}\,T_{ij}\quad(i\ne j).$$

```lean
/-- The many-body dispersion matrix of oscillators with frequencies `ω`, polarizabilities `α`
(nonnegative) and dipole coupling `T`. -/
def mbdMatrix (ω α : n → ℝ) (T : Matrix n n ℝ) : Matrix n n ℝ :=
  Matrix.of fun i j =>
    if i = j then ω i ^ 2 else ω i * ω j * Real.sqrt (α i * α j) * T i j
```

## Differentiating the square

Matrices need not commute with their derivatives, so the product rule keeps the order of the factors: $(AB)'=A'B+AB'$. It follows from differentiating $\sum_k A_{ik}B_{kj}$ term by term.

```lean
omit [DecidableEq n] in
/-- Product rule for matrix families, with the order of the factors kept. -/
theorem HasEntryDerivAt.mul {A B : ℝ → Matrix n n ℝ} {A' B' : Matrix n n ℝ} {t0 : ℝ}
    (hA : HasEntryDerivAt A A' t0) (hB : HasEntryDerivAt B B' t0) :
    HasEntryDerivAt (fun t => A t * B t) (A' * B t0 + A t0 * B') t0 := by
  intro i j
  have h := HasDerivAt.fun_sum (u := Finset.univ)
    (fun k _ => (hA i k).fun_mul (hB k j))
  simpa only [Matrix.mul_apply, Matrix.add_apply, Finset.sum_add_distrib] using h
```

Applied to $S^2=C$, the rule gives $C'=S'S+SS'$. Multiply by $S^{-1}$ and take the trace:

$$\operatorname{tr}(S^{-1}C')=\operatorname{tr}(S^{-1}S'S)+\operatorname{tr}(S^{-1}SS')=2\operatorname{tr}S'.$$

Cyclicity removes $S$ from the first term. Since $E'=\tfrac12\operatorname{tr}S'$, the formula follows. In the code, `hC'` obtains $C'$ from uniqueness of derivatives, and `h1` and `h2` evaluate the two terms. Differentiability of $S$ is assumed as `hS`; invertibility is `hdet`. Both hold for the positive root when $C$ is symmetric near $t_0$, differentiable at $t_0$ and positive definite there.

```lean
/-- If `S(t)` is differentiable and invertible at `t0` and `S² = C` near `t0`, the zero-point
energy `tr S / 2` has derivative `tr(S⁻¹ C') / 4` at `t0`. -/
theorem zeroPointEnergy_hasDerivAt {S C : ℝ → Matrix n n ℝ} {C' : Matrix n n ℝ} {t0 : ℝ}
    (hS : ∀ i j, DifferentiableAt ℝ (fun t => S t i j) t0)
    (hdet : IsUnit (S t0).det) (hSC : ∀ᶠ t in 𝓝 t0, S t * S t = C t)
    (hC : HasEntryDerivAt C C' t0) :
    HasDerivAt (fun t => zeroPointEnergy (S t)) (((S t0)⁻¹ * C').trace / 4) t0 := by
  obtain ⟨S', hS'⟩ : ∃ S', HasEntryDerivAt S S' t0 :=
    ⟨Matrix.of fun i j => deriv (fun t => S t i j) t0, fun i j => (hS i j).hasDerivAt⟩
  -- differentiate S² = C
  have hC' : C' = S' * S t0 + S t0 * S' := by
    ext i j
    have h := hS'.mul hS' i j
    refine (hC i j).unique (h.congr_of_eventuallyEq (hSC.mono fun t ht => ?_))
    show C t i j = (S t * S t) i j
    rw [ht]
  -- cyclicity of the trace removes S from both terms
  have h1 : ((S t0)⁻¹ * (S' * S t0)).trace = S'.trace := by
    rw [Matrix.trace_mul_comm, Matrix.mul_assoc, Matrix.mul_nonsing_inv _ hdet, Matrix.mul_one]
  have h2 : (S t0)⁻¹ * (S t0 * S') = S' := by
    rw [← Matrix.mul_assoc, Matrix.nonsing_inv_mul _ hdet, Matrix.one_mul]
  have htr : HasDerivAt (fun t => (S t).trace) S'.trace t0 := by
    show HasDerivAt (fun t => ∑ i, S t i i) (∑ i, S' i i) t0
    exact HasDerivAt.fun_sum fun i _ => hS' i i
  refine (htr.div_const 2).congr_deriv ?_
  rw [hC', Matrix.mul_add, Matrix.trace_add, h1, h2]
  ring
```

## Separating scale factors from the kernel

Now let $C=DKD$ with $D=\operatorname{diag}(d_i)$. Two applications of the product rule give

$$C'=D'KD+DK'D+DKD'.$$

```lean
/-- The derivative of `C = D K D` with diagonal `D` is `D' K D + D K' D + D K D'`. -/
theorem sandwich_hasEntryDerivAt {d : ℝ → n → ℝ} {d' : n → ℝ} {K : ℝ → Matrix n n ℝ}
    {K' : Matrix n n ℝ} {t0 : ℝ} (hd : ∀ i, HasDerivAt (fun t => d t i) (d' i) t0)
    (hK : HasEntryDerivAt K K' t0) :
    HasEntryDerivAt (fun t => diagonal (d t) * K t * diagonal (d t))
      (diagonal d' * K t0 * diagonal (d t0) + diagonal (d t0) * K' * diagonal (d t0)
        + diagonal (d t0) * K t0 * diagonal d') t0 := by
  have hD : HasEntryDerivAt (fun t => diagonal (d t)) (diagonal d') t0 := by
    intro i j
    by_cases h : i = j
    · subst h
      simp only [Matrix.diagonal_apply_eq]
      exact hd i
    · simp only [Matrix.diagonal_apply_ne _ h]
      exact hasDerivAt_const _ _
  have h := (hD.mul hK).mul hD
  simpa only [Matrix.add_mul] using h
```

Taking determinants of $S^2=DKD$ gives $(\det S)^2=\big(\prod_i d_i\big)^2\det K$, so invertibility of $S$ forces every $d_i\neq0$. Set $R=\operatorname{diag}(d_i'/d_i)$. Then $D'=RD=DR$, and

$$\operatorname{tr}(S^{-1}D'KD)=\operatorname{tr}(S^{-1}RS^2)=\operatorname{tr}(RS),$$
$$\operatorname{tr}(S^{-1}DKD')=\operatorname{tr}(S^{-1}S^2R)=\operatorname{tr}(RS).$$

These are `t1` and `t2`; `t3` writes the trace as a sum. Hence

$$E'=\tfrac12\sum_i S_{ii}\frac{d_i'}{d_i}+\tfrac14\operatorname{tr}(S^{-1}DK'D).$$

```lean
/-- For `S² = D K D` near `t0`, with `D = diag(d)`, `d` and `K` differentiable at `t0`, and `S`
differentiable and invertible there, the energy derivative is a scale-factor term
`∑ S_ii d_i'/d_i / 2` plus a kernel term `tr(S⁻¹ D K' D) / 4`. -/
theorem energy_gradient_split {S K : ℝ → Matrix n n ℝ} {K' : Matrix n n ℝ}
    {d : ℝ → n → ℝ} {d' : n → ℝ} {t0 : ℝ}
    (hS : ∀ i j, DifferentiableAt ℝ (fun t => S t i j) t0) (hdet : IsUnit (S t0).det)
    (hSC : ∀ᶠ t in 𝓝 t0, S t * S t = diagonal (d t) * K t * diagonal (d t))
    (hd : ∀ i, HasDerivAt (fun t => d t i) (d' i) t0) (hK : HasEntryDerivAt K K' t0) :
    HasDerivAt (fun t => zeroPointEnergy (S t))
      ((∑ i, S t0 i i * (d' i / d t0 i)) / 2
        + ((S t0)⁻¹ * (diagonal (d t0) * K' * diagonal (d t0))).trace / 4) t0 := by
  have h0 := hSC.self_of_nhds
  -- invertibility of S forces every d_i to be nonzero
  have hne : ∀ i, d t0 i ≠ 0 := by
    intro i hi
    have h := congrArg Matrix.det h0
    have hz : ∏ i, d t0 i = 0 := Finset.prod_eq_zero (Finset.mem_univ i) hi
    simp only [Matrix.det_mul, Matrix.det_diagonal, hz, mul_zero] at h
    exact hdet.ne_zero (mul_self_eq_zero.mp h)
  obtain ⟨R, hR⟩ : ∃ R : Matrix n n ℝ, R = diagonal (fun i => d' i / d t0 i) := ⟨_, rfl⟩
  have hR1 : diagonal d' = R * diagonal (d t0) := by
    rw [hR, Matrix.diagonal_mul_diagonal]
    congr 1
    ext i
    have := hne i
    field_simp
  have hR2 : diagonal d' = diagonal (d t0) * R := by
    rw [hR, Matrix.diagonal_mul_diagonal]
    congr 1
    ext i
    have := hne i
    field_simp
  -- both terms with D' reduce to tr(R S)
  have t1 : ((S t0)⁻¹ * (diagonal d' * K t0 * diagonal (d t0))).trace = (R * S t0).trace := by
    have e : diagonal d' * K t0 * diagonal (d t0) = R * (S t0 * S t0) := by
      rw [h0, hR1]
      simp only [Matrix.mul_assoc]
    rw [e, Matrix.trace_mul_comm, Matrix.mul_assoc, Matrix.mul_assoc,
      Matrix.mul_nonsing_inv _ hdet, Matrix.mul_one]
  have t2 : ((S t0)⁻¹ * (diagonal (d t0) * K t0 * diagonal d')).trace = (R * S t0).trace := by
    have e : diagonal (d t0) * K t0 * diagonal d' = S t0 * (S t0 * R) := by
      rw [hR2, ← Matrix.mul_assoc (S t0) (S t0) R, h0]
      simp only [Matrix.mul_assoc]
    rw [e, ← Matrix.mul_assoc, Matrix.nonsing_inv_mul _ hdet, Matrix.one_mul,
      Matrix.trace_mul_comm]
  have t3 : (R * S t0).trace = ∑ i, S t0 i i * (d' i / d t0 i) := by
    rw [hR]
    simp only [Matrix.trace, Matrix.diag_apply, Matrix.diagonal_mul]
    exact Finset.sum_congr rfl fun i _ => mul_comm _ _
  refine (zeroPointEnergy_hasDerivAt hS hdet hSC
    (sandwich_hasEntryDerivAt hd hK)).congr_deriv ?_
  rw [Matrix.mul_add, Matrix.mul_add, Matrix.trace_add, Matrix.trace_add, t1, t2, t3]
  ring
```

The dispersion matrix has this form when $\alpha_i>0$ and $T_{ii}=0$: take $d_i=\omega_i\sqrt{\alpha_i}$ and $K=\operatorname{diag}(1/\alpha_i)+T$. The diagonal entries are $\omega_i^2\alpha_i/\alpha_i=\omega_i^2$, and the others follow from $\sqrt{\alpha_i}\sqrt{\alpha_j}=\sqrt{\alpha_i\alpha_j}$. Because $K$ contains $1/\alpha_i$, a changing polarizability enters $K'$ as well as $D'$.

```lean
/-- For positive polarizabilities and a coupling `T` with zero diagonal, the many-body dispersion
matrix is `D K D` with `D = diag(ω √α)` and `K = diag(1/α) + T`. -/
theorem mbdMatrix_eq_sandwich (ω α : n → ℝ) (T : Matrix n n ℝ)
    (hα : ∀ i, 0 < α i) (hT : ∀ i, T i i = 0) :
    mbdMatrix ω α T = diagonal (fun i => ω i * Real.sqrt (α i))
      * (diagonal (fun i => (α i)⁻¹) + T) * diagonal (fun i => ω i * Real.sqrt (α i)) := by
  ext i j
  rw [Matrix.mul_diagonal, Matrix.diagonal_mul]
  by_cases h : i = j
  · subst h
    have hs := Real.mul_self_sqrt (hα i).le
    have hinv := mul_inv_cancel₀ (hα i).ne'
    simp only [mbdMatrix, Matrix.of_apply, if_true, Matrix.add_apply,
      Matrix.diagonal_apply_eq, hT, add_zero]
    linear_combination (-(ω i ^ 2 * (α i)⁻¹)) * hs - ω i ^ 2 * hinv
  · simp only [mbdMatrix, Matrix.of_apply, if_neg h, Matrix.add_apply,
      Matrix.diagonal_apply_ne _ h, zero_add, Real.sqrt_mul (hα i).le]
    ring
```

## The derivative at fixed oscillator parameters

If only $T$ moves, with $T_{ii}=0$ throughout, the diagonal of $C$ is constant and

$$E'=\tfrac14\sum_{i,j}(S^{-1})_{ij}\,\omega_j\omega_i\sqrt{\alpha_j\alpha_i}\,T'_{ji}.$$

The zero-point energy contributes $-E'$ to the force along $t$. In a calculation with positive definite $C$, one diagonalization $C=V\Lambda V^{\mathsf T}$ supplies $S^{-1}=V\Lambda^{-1/2}V^{\mathsf T}$. The same $S^{-1}$ serves every nuclear coordinate; only $T'$ changes in the sum. Subtracting the uncoupled energy $\tfrac12\sum_i\omega_i$ leaves the derivative unchanged, since the frequencies are fixed.

```lean
/-- At fixed frequencies and polarizabilities, with a differentiable zero-diagonal coupling `T(t)`
and a root `S` of the dispersion matrix that is differentiable and invertible at `t0`, the energy
derivative is a double sum of `S⁻¹` against `T'`. -/
theorem mbd_force {S T : ℝ → Matrix n n ℝ} {T' : Matrix n n ℝ} {t0 : ℝ} (ω α : n → ℝ)
    (hS : ∀ i j, DifferentiableAt ℝ (fun t => S t i j) t0) (hdet : IsUnit (S t0).det)
    (hSC : ∀ᶠ t in 𝓝 t0, S t * S t = mbdMatrix ω α (T t))
    (h0 : ∀ t i, T t i i = 0) (hT : HasEntryDerivAt T T' t0) :
    HasDerivAt (fun t => zeroPointEnergy (S t))
      ((∑ i, ∑ j, (S t0)⁻¹ i j * (ω j * ω i * Real.sqrt (α j * α i) * T' j i)) / 4) t0 := by
  have hT0 : ∀ i, T' i i = 0 := by
    intro i
    have hc : HasDerivAt (fun t => T t i i) 0 t0 := by
      simp only [h0]
      exact hasDerivAt_const _ _
    exact (hT i i).unique hc
  have hC : HasEntryDerivAt (fun t => mbdMatrix ω α (T t))
      (Matrix.of fun i j => ω i * ω j * Real.sqrt (α i * α j) * T' i j) t0 := by
    intro i j
    by_cases h : i = j
    · subst h
      simp only [mbdMatrix, Matrix.of_apply, if_true, hT0, mul_zero]
      exact hasDerivAt_const _ _
    · simp only [mbdMatrix, Matrix.of_apply, if_neg h]
      exact (hT i j).const_mul _
  refine (zeroPointEnergy_hasDerivAt hS hdet hSC hC).congr_deriv ?_
  simp only [Matrix.trace, Matrix.diag_apply, Matrix.mul_apply, Matrix.of_apply]
```

## A coupled dimer

Take two one-dimensional oscillators with $\omega=\alpha=1$ and coupling $\tau$. The eigenvalues of $C$ are $1\pm\tau$, with normalised eigenvectors $(1,\pm1)/\sqrt2$. The root therefore has diagonal entries $\tfrac12(\sqrt{1+\tau}+\sqrt{1-\tau})$ and off-diagonal entries $\tfrac12(\sqrt{1+\tau}-\sqrt{1-\tau})$.

```lean
/-- A frequency matrix for two oscillators of unit frequency and polarizability with coupling `τ`,
for `-1 ≤ τ ≤ 1`. -/
def dimerRoot (τ : ℝ) : Matrix (Fin 2) (Fin 2) ℝ :=
  !![(Real.sqrt (1 + τ) + Real.sqrt (1 - τ)) / 2, (Real.sqrt (1 + τ) - Real.sqrt (1 - τ)) / 2;
     (Real.sqrt (1 + τ) - Real.sqrt (1 - τ)) / 2, (Real.sqrt (1 + τ) + Real.sqrt (1 - τ)) / 2]
```

For $-1<\tau<1$ both square roots are differentiable, and $\det S=\sqrt{1+\tau}\sqrt{1-\tau}>0$. Multiplying out gives $S^2=C$ throughout the interval, so the dimer meets the conditions on $S$ in the force formula.

```lean
/-- For `-1 < τ < 1` the dimer frequency matrix is differentiable and invertible at `τ`, and near
`τ` it squares to the dispersion matrix of the dimer. -/
theorem dimerRoot_witness {τ : ℝ} (hτ : τ ∈ Set.Ioo (-1 : ℝ) 1) :
    (∀ i j, DifferentiableAt ℝ (fun t => dimerRoot t i j) τ) ∧ IsUnit (dimerRoot τ).det ∧
      ∀ᶠ t in 𝓝 τ, dimerRoot t * dimerRoot t
        = mbdMatrix (fun _ => 1) (fun _ => 1) !![0, t; t, 0] := by
  have hp : 0 < 1 + τ := by linarith [hτ.1]
  have hm : 0 < 1 - τ := by linarith [hτ.2]
  refine ⟨?_, ?_, ?_⟩
  · have da : DifferentiableAt ℝ (fun t : ℝ => Real.sqrt (1 + t)) τ :=
      DifferentiableAt.sqrt (by fun_prop) hp.ne'
    have db : DifferentiableAt ℝ (fun t : ℝ => Real.sqrt (1 - t)) τ :=
      DifferentiableAt.sqrt (by fun_prop) hm.ne'
    have h1 : DifferentiableAt ℝ
        (fun t : ℝ => (Real.sqrt (1 + t) + Real.sqrt (1 - t)) / 2) τ := (da.add db).div_const 2
    have h2 : DifferentiableAt ℝ
        (fun t : ℝ => (Real.sqrt (1 + t) - Real.sqrt (1 - t)) / 2) τ := (da.sub db).div_const 2
    intro i j
    fin_cases i <;> fin_cases j
    exacts [h1, h2, h2, h1]
  · have e : (dimerRoot τ).det = Real.sqrt (1 + τ) * Real.sqrt (1 - τ) := by
      simp only [dimerRoot, Matrix.det_fin_two_of]
      ring
    rw [e, isUnit_iff_ne_zero]
    exact (mul_pos (Real.sqrt_pos.2 hp) (Real.sqrt_pos.2 hm)).ne'
  · filter_upwards [isOpen_Ioo.mem_nhds hτ] with t ht
    have ha := Real.mul_self_sqrt (show 0 ≤ 1 + t by linarith [ht.1])
    have hb := Real.mul_self_sqrt (show 0 ≤ 1 - t by linarith [ht.2])
    ext i j
    fin_cases i <;> fin_cases j <;>
      simp [dimerRoot, mbdMatrix, Matrix.mul_apply, Fin.sum_univ_two] <;>
      nlinarith [ha, hb]
```

## Failure at a zero-frequency mode

For the $1\times1$ family $S(t)=t$, the energy is $t/2$, with slope $\tfrac12$ at $t=0$. But $C=t^2$ has $C'(0)=0$, so $\tfrac14\operatorname{tr}(XC')=0$ for every matrix $X$. No replacement for the missing inverse repairs the formula here. This $S$ is a signed root, negative for $t<0$, where $t/2$ is not a physical zero-point energy. The positive root $|t|$ gives the energy $|t|/2$, which has no derivative at zero.

```lean
/-- For the single mode `S(t) = t` at the singular point `t = 0`, no matrix `X` in place of `S⁻¹`
makes `tr(X C') / 4` the energy derivative. -/
theorem singular_mode_no_gradient_formula (X C' : Matrix (Fin 1) (Fin 1) ℝ)
    (hC : HasEntryDerivAt (fun t => !![t] * !![t]) C' 0) :
    ¬ HasDerivAt (fun t : ℝ => zeroPointEnergy !![t]) ((X * C').trace / 4) 0 := by
  intro h
  have hsq : HasDerivAt (fun t : ℝ => t * t) 0 0 :=
    ((hasDerivAt_id' (0 : ℝ)).fun_mul (hasDerivAt_id' (0 : ℝ))).congr_deriv (by norm_num)
  have hf : (fun t : ℝ => (!![t] * !![t] : Matrix (Fin 1) (Fin 1) ℝ) 0 0)
      = fun t => t * t := by
    funext t
    simp [Matrix.mul_apply]
  have h00 := hC 0 0
  rw [hf] at h00
  have hc : C' 0 0 = 0 := h00.unique hsq
  have htr : (X * C').trace = 0 := by
    simp [Matrix.trace, Matrix.mul_apply, hc]
  have he : (fun t : ℝ => zeroPointEnergy !![t]) = fun t => t / 2 := by
    funext t
    simp [zeroPointEnergy, Matrix.trace]
  rw [he, htr] at h
  have := h.unique ((hasDerivAt_id' (0 : ℝ)).div_const 2)
  norm_num at this

end

end ManyBodyDispersionGradient
```

```lean
#print axioms ManyBodyDispersionGradient.zeroPointEnergy_hasDerivAt
-- 'ManyBodyDispersionGradient.zeroPointEnergy_hasDerivAt' depends on axioms: [propext, Classical.choice, Quot.sound]
#print axioms ManyBodyDispersionGradient.energy_gradient_split
-- 'ManyBodyDispersionGradient.energy_gradient_split' depends on axioms: [propext, Classical.choice, Quot.sound]
#print axioms ManyBodyDispersionGradient.mbd_force
-- 'ManyBodyDispersionGradient.mbd_force' depends on axioms: [propext, Classical.choice, Quot.sound]
#print axioms ManyBodyDispersionGradient.singular_mode_no_gradient_formula
-- 'ManyBodyDispersionGradient.singular_mode_no_gradient_formula' depends on axioms: [propext, Classical.choice, Quot.sound]
```
